# One trial vector bounds the k-th level of a Hamiltonian from below in one overlap metric and from above in another

The theorem `common_trial` concerns one n × n Hamiltonian matrix H with two overlap metrics S and S', each admitting a complete set of orthonormal modes that diagonalises H, with real energies E and h respectively, both in ascending order. It states that for each k there is a nonzero vector x, not necessarily normalised, with h_k x†S'x ≤ x†Hx ≤ E_k x†Sx. Thus the energy expectation value of x is at most E_k when x is normalised in S, and at least h_k when it is normalised in S'. The proof seeks an x built only from the S-modes up to k and having no component on the S'-modes below k. These are n − 1 linear conditions on n amplitudes, written as a square matrix `M` whose row k is zero, so a nonzero solution `a` exists.

The failing Lean file:

```lean
import Mathlib

open Matrix
open scoped ComplexOrder

namespace CommonTrial

variable {n : ℕ} {A C D H S S' : Matrix (Fin n) (Fin n) ℂ} {E h d : Fin n → ℝ}

/-- The columns of `C` are orthonormal in the metric `S` and diagonalise `H`, with
energies `E`. -/
def IsModes (H S C : Matrix (Fin n) (Fin n) ℂ) (E : Fin n → ℝ) : Prop :=
  Cᴴ * S * C = 1 ∧ Cᴴ * H * C = diagonal (fun k => (E k : ℂ))

/-- `E` lists in ascending order the energies of a complete set of modes of `H` in the
metric `S`. -/
def IsLevels (H S : Matrix (Fin n) (Fin n) ℂ) (E : Fin n → ℝ) : Prop :=
  Monotone E ∧ ∃ C, IsModes H S C E

/-- The real part of the unnormalised expectation value `x† A x`. -/
noncomputable def quad (A : Matrix (Fin n) (Fin n) ℂ) (x : Fin n → ℂ) : ℝ :=
  (star x ⬝ᵥ A *ᵥ x).re

/-- If `C` brings `A` to real diagonal form, the unnormalised expectation value of `A` in the vector
`C a` is the sum of the diagonal entries weighted by the squared amplitudes. -/
theorem quad_modes (h : Cᴴ * A * C = diagonal (fun k => (d k : ℂ))) (a : Fin n → ℂ) :
    quad A (C *ᵥ a) = ∑ k, d k * Complex.normSq (a k) := by
  have e : star (C *ᵥ a) ⬝ᵥ A *ᵥ (C *ᵥ a) = star a ⬝ᵥ (Cᴴ * A * C) *ᵥ a := by
    rw [star_mulVec, ← dotProduct_mulVec]
    simp only [mulVec_mulVec, Matrix.mul_assoc]
  rw [quad, e, h]
  simp only [dotProduct, mulVec_diagonal, Pi.star_apply, Complex.re_sum]
  refine Finset.sum_congr rfl fun k _ => ?_
  simp [Complex.normSq_apply]
  ring

/-- In modes orthonormal in the metric `S`, the squared `S`-norm is the sum of the squared
amplitudes. -/
theorem quad_metric (h : Cᴴ * S * C = 1) (a : Fin n → ℂ) :
    quad S (C *ᵥ a) = ∑ k, Complex.normSq (a k) :=
  (quad_modes (d := fun _ => 1) (h.trans (by simp)) a).trans (by simp)

/-- For one `H` with levels `E` in the metric `S` and `h` in the metric `S'`, some nonzero
trial vector has `h k * x†S'x ≤ x†Hx ≤ E k * x†Sx`. -/
theorem common_trial (hE : IsLevels H S E) (hh : IsLevels H S' h) (k : Fin n) :
    ∃ x, x ≠ 0 ∧ h k * quad S' x ≤ quad H x ∧ quad H x ≤ E k * quad S x := by
  obtain ⟨mE, C, hC, hCH⟩ := hE
  obtain ⟨mh, D, hD, hDH⟩ := hh
  obtain ⟨G, hG⟩ : ∃ G, G = Dᴴ * S' * C := ⟨_, rfl⟩
  -- n - 1 linear conditions on n amplitudes: row k is empty
  obtain ⟨M, hM⟩ : ∃ M : Matrix (Fin n) (Fin n) ℂ, ∀ i j, M i j =
      if i < k then G i j else if i = k then 0 else (1 : Matrix (Fin n) (Fin n) ℂ) i j :=
    ⟨_, fun _ _ => rfl⟩
  obtain ⟨a, ha, hMa⟩ := exists_mulVec_eq_zero_iff.mpr
    (det_eq_zero_of_row_eq_zero (A := M) k fun j => by
      rw [hM, if_neg (lt_irrefl k), if_pos rfl])
  have row : ∀ i, M i ⬝ᵥ a = 0 := fun i => congrFun hMa i
  have low : ∀ i, i < k → (G *ᵥ a) i = 0 := fun i hi => by
    have e : M i = G i := funext fun j => by rw [hM, if_pos hi]
    exact e ▸ row i
  have high : ∀ i, k < i → a i = 0 := fun i hi => by
    have e : M i = (1 : Matrix (Fin n) (Fin n) ℂ) i := funext fun j => by
      rw [hM, if_neg (not_lt_of_gt hi), if_neg hi.ne']
    have r := row i
    rw [e] at r
    exact (congrFun (one_mulVec a) i).symm.trans r
  have hx : C *ᵥ a = D *ᵥ (G *ᵥ a) := by
    have h1 : D * (Dᴴ * S') = 1 := mul_eq_one_comm.mp hD
    rw [mulVec_mulVec, hG, ← Matrix.mul_assoc, h1, Matrix.one_mul]
  refine ⟨C *ᵥ a, fun h0 => ha ?_, ?_, ?_⟩
  · rw [← one_mulVec a, ← hC, ← mulVec_mulVec, h0, mulVec_zero]
  · rw [hx, quad_modes hDH, quad_metric hD, Finset.mul_sum]
    refine Finset.sum_le_sum fun i _ => ?_
    rcases lt_or_ge i k with hi | hi
    · simp [low i hi]
    · exact mul_le_mul_of_nonneg_right (mh hi) (Complex.normSq_nonneg _)
  · rw [quad_modes hCH, quad_metric hC, Finset.mul_sum]
    refine Finset.sum_le_sum fun i _ => ?_
    rcases lt_or_ge k i with hi | hi
    · simp [high i hi]
    · exact mul_le_mul_of_nonneg_right (mE hi) (Complex.normSq_nonneg _)

end CommonTrial
```

The compiler's answer:

```
Main.lean:60:10: error: invalid `▸` notation, expected result type of cast is 
  (G *ᵥ a) i = 0
however, the equality 
  e
of type 
  M i = G i
does not contain the expected result type on either the left or the right hand side
```

Diagnosis. The error arises in `low`, which says that the amplitudes `G *ᵥ a` vanish below k. There `e : M i = G i` is to carry `row i : M i ⬝ᵥ a = 0` over to the goal `(G *ᵥ a) i = 0`. With the expected type known, `▸` looks in it for one side of the equation to rewrite. The message says that it found neither. The goal does mean `G i ⬝ᵥ a = 0`, but `G i` appears only once `*ᵥ` is unfolded, and the search does not unfold it.

The repair rewrites the hypothesis instead of the goal. `have r := row i` gives a statement in which `M i` stands visibly, so `rw [e] at r` turns it into `G i ⬝ᵥ a = 0`. Then `exact r` succeeds, because Lean there checks the two statements for equality by definition and can unfold the matrix-vector product. The mathematical argument is unchanged.

The mended proof, as a diff:

```diff
@@ -58,5 +58,7 @@
   have low : ∀ i, i < k → (G *ᵥ a) i = 0 := fun i hi => by
     have e : M i = G i := funext fun j => by rw [hM, if_pos hi]
-    exact e ▸ row i
+    have r := row i
+    rw [e] at r
+    exact r
   have high : ∀ i, k < i → a i = 0 := fun i hi => by
     have e : M i = (1 : Matrix (Fin n) (Fin n) ℂ) i := funext fun j => by
```
